# Away from resonance, the self-consistent dipole in a cubic supercell is the cell polarizability times the applied field

In Gaussian units, a molecule of polarizability `a`, treated as a point dipole, sits in a cubic supercell of volume `V`. It responds linearly to the uniform applied field `E` plus the Lorentz field `(4π/3) p/V` of its periodic images; the polarization is taken to produce no macroscopic depolarizing field. The theorem says that a dipole `p` satisfies this self-consistency condition exactly when `p = a / (1 - 4πa/(3V)) * E`. All quantities are real scalars, and the denominator `1 - 4πa/(3V)` is assumed nonzero; `V ≠ 0`, needed for the physical reading, is not a hypothesis. The attempt unfolds the cell polarizability, tries to clear the denominator on the right of the equivalence, and leaves both directions to `linear_combination`.

Lean 4 with Mathlib refuses this proof:

```lean
import Mathlib

open MeasureTheory Set Filter Real Topology

namespace DipoleSelfconsistent

noncomputable section

/-- Polarizability per cell of a cubic supercell of volume `V` without macroscopic field, for a
molecule of polarizability `a`; the domain is `V ≠ 0` and `4πa ≠ 3V`. -/
def cellPolarizability (a V : ℝ) : ℝ := a / (1 - 4 * π * a / (3 * V))

/-- Away from the resonance `4πa = 3V`, a dipole `p` induced by the field `E` plus the Lorentz
field `(4π/3) p/V` of its periodic images is the cell polarizability times `E`. -/
theorem dipole_selfconsistent (a V E p : ℝ) (h : 1 - 4 * π * a / (3 * V) ≠ 0) :
    p = a * (E + 4 * π / 3 * (p / V)) ↔ p = cellPolarizability a V * E := by
  rw [cellPolarizability, div_mul_eq_mul_div, eq_div_iff h]
  constructor <;> intro hp <;> linear_combination hp

end

end DipoleSelfconsistent
```

The compiler's answer:

```
Main.lean:17:46: error: Tactic `rewrite` failed: Did not find an occurrence of the pattern
  ?m.78 = ?m.76 / (1 - 4 * π * a / (3 * V))
in the target expression
  p = a * (E + 4 * π * (p / V) / 3) ↔ p = a / (1 - 4 * π * a / (3 * V)) * E

a V E p : ℝ
h : 1 - 4 * π * a / (3 * V) ≠ 0
⊢ p = a * (E + 4 * π * (p / V) / 3) ↔ p = a / (1 - 4 * π * a / (3 * V)) * E
```

The error is reported at `eq_div_iff h`, but the rewrite before it went to the wrong place. `div_mul_eq_mul_div` turns a product `x / y * z` into `x * z / y`. With no arguments given, `rw` settled on the Lorentz term `4 * π / 3 * (p / V)` and made it `4 * π * (p / V) / 3`, as the target in the message shows. The intended product, `a / (1 - 4 * π * a / (3 * V)) * E`, was left alone. Then `eq_div_iff h` looked for an equation whose right side is a quotient by `1 - 4 * π * a / (3 * V)`, but the right side was still a product with `E`, so there was no match.

The repair writes `div_mul_eq_mul_div a _ E`, which fixes the numerator as `a` and the last factor as `E`. The Lorentz term no longer fits, and the rewrite produces `a * E / (1 - 4 * π * a / (3 * V))`. Now `eq_div_iff h` applies and clears the denominator, and the unchanged last line proves both directions.

Fix (accepted with no message):

```diff
@@ -15,5 +15,5 @@
 theorem dipole_selfconsistent (a V E p : ℝ) (h : 1 - 4 * π * a / (3 * V) ≠ 0) :
     p = a * (E + 4 * π / 3 * (p / V)) ↔ p = cellPolarizability a V * E := by
-  rw [cellPolarizability, div_mul_eq_mul_div, eq_div_iff h]
+  rw [cellPolarizability, div_mul_eq_mul_div a _ E, eq_div_iff h]
   constructor <;> intro hp <;> linear_combination hp
 
```
